# A two-pole quasiparticle equation on which Newton's method, started at 12, converges to a weak satellite

Energies are real numbers in one arbitrary unit. The model has a single level and a self-energy without broadening or off-diagonal elements. The file needs Mathlib, with the notation for limits opened.

```lean
import Mathlib

open Filter Topology

namespace GWNewtonCounterexample

noncomputable section
```

The correlation self-energy has two poles:

Σ(w) = 7/(w + 3) + 1/(4w).

In G0W0, such poles combine an orbital energy with an excitation energy of the screened interaction, and their strengths are squared couplings, hence positive. The positions −3 and 0 and the strengths 7 and 1/4 are chosen for this example and not derived from a system.

```lean
/-- A correlation self-energy with two poles, at `-3` and `0`. Lean also assigns it values at these
two points, which carry no physical meaning. -/
def selfEnergy (w : ℝ) : ℝ := 7 / (w + 3) + 1 / (4 * w)
```

The bare level −1 stands for the mean-field energy with exchange included and correlation left out. The quasiparticle equation w = −1 + Σ(w) is solved where the residual vanishes:

f(w) = w + 1 − Σ(w).

Lean's `residual` also has values at the two poles, but these carry no physical meaning and the theorems avoid them.

```lean
/-- The residual of the quasiparticle equation `w = -1 + Σ(w)` with bare level `-1`,
for `w` different from `-3` and `0`. -/
def residual (w : ℝ) : ℝ := w + 1 - selfEnergy w
```

The Green's function of the level is 1/f(w). Its residue at a solution is the pole weight, usually written Z:

Z = 1/f′(w) = 1/(1 − Σ′(w)).

```lean
/-- The weight of a solution, the inverse slope of the residual,
for `w` different from `-3` and `0`. -/
def weight (w : ℝ) : ℝ := 1 / deriv residual w
```

Newton's update replaces w by the zero of the tangent at w:

N(w) = w − f(w)/f′(w).

Both `weight` and `newton` use `deriv residual w`, the derivative itself and not a finite difference.

```lean
/-- One Newton update for the quasiparticle equation, for `w` different from `-3` and `0`. -/
def newton (w : ℝ) : ℝ := w - residual w / deriv residual w
```

Two of the solutions will be satellites. The upper one, s = (−5 + √22)/2 ≈ −0.155, lies between the poles.

```lean
/-- The satellite energy between the two poles. -/
def satellite : ℝ := (-5 + √22) / 2
```

The lower one, d = (−5 − √22)/2 ≈ −4.845, lies below both.

```lean
/-- The satellite energy below both poles. -/
def deepSatellite : ℝ := (-5 - √22) / 2
```

## Three solutions and their weights

Differentiating term by term, for w different from 0 and −3,

f′(w) = 1 + 7/(w + 3)² + 1/(4w²).

The slope exceeds 1, so every weight lies between 0 and 1. In Lean, `HasDerivAt` states that the derivative exists and has this value; the proof applies the quotient rule to each pole term.

```lean
/-- The slope of the residual away from the poles of the self-energy. -/
theorem hasDerivAt_residual {w : ℝ} (h0 : w ≠ 0) (h3 : w + 3 ≠ 0) :
    HasDerivAt residual (1 + 7 / (w + 3) ^ 2 + 1 / (4 * w ^ 2)) w := by
  have h1 : HasDerivAt (fun x : ℝ => 7 / (x + 3))
      ((0 * (w + 3) - 7 * 1) / (w + 3) ^ 2) w :=
    (hasDerivAt_const w (7 : ℝ)).fun_div ((hasDerivAt_id' w).add_const 3) h3
  have h2 : HasDerivAt (fun x : ℝ => 1 / (4 * x))
      ((0 * (4 * w) - 1 * (4 * 1)) / (4 * w) ^ 2) w :=
    (hasDerivAt_const w (1 : ℝ)).fun_div ((hasDerivAt_id' w).const_mul 4)
      (mul_ne_zero four_ne_zero h0)
  have h := ((hasDerivAt_id' w).add_const 1).fun_sub (h1.fun_add h2)
  refine HasDerivAt.congr_deriv (f := residual) h ?_
  field_simp
  ring
```

Over a common denominator, the numerator of f is

4w(w + 3)(w + 1) − 28w − (w + 3) = 4w³ + 16w² − 17w − 3 = (w − 1)(4w² + 20w + 3).

Completing the square gives 4w² + 20w + 3 = 4[(w + 5/2)² − 22/4] = 4(w − s)(w − d). Away from the poles the denominator is nonzero, so f(w) = 0 exactly when w is 1, s or d. The proof follows this factorisation, with `hfac` for the cubic and `hq` for the quadratic.

```lean
/-- Away from the poles, the quasiparticle equation has exactly three solutions:
`1` and the two satellites. -/
theorem residual_eq_zero_iff {w : ℝ} (h0 : w ≠ 0) (h3 : w + 3 ≠ 0) :
    residual w = 0 ↔ w = 1 ∨ w = satellite ∨ w = deepSatellite := by
  have hs : √22 ^ 2 = (22 : ℝ) := Real.sq_sqrt (by norm_num)
  have hd : 4 * w * (w + 3) ≠ 0 := mul_ne_zero (mul_ne_zero four_ne_zero h0) h3
  -- clear denominators and factor the cubic
  have hfac : residual w = (w - 1) * (4 * w ^ 2 + 20 * w + 3) / (4 * w * (w + 3)) := by
    unfold residual selfEnergy
    field_simp
    ring
  have hq : 4 * w ^ 2 + 20 * w + 3 = 4 * ((w - satellite) * (w - deepSatellite)) := by
    unfold satellite deepSatellite
    linear_combination hs
  rw [hfac, hq, div_eq_zero_iff]
  constructor
  · intro h
    have h' : (w - 1) * ((w - satellite) * (w - deepSatellite)) = 0 := by
      linear_combination (1 / 4) * h.resolve_right hd
    rcases mul_eq_zero.mp h' with h | h
    · exact Or.inl (sub_eq_zero.mp h)
    · rcases mul_eq_zero.mp h with h | h
      · exact Or.inr (Or.inl (sub_eq_zero.mp h))
      · exact Or.inr (Or.inr (sub_eq_zero.mp h))
  · intro h
    left
    rcases h with h | h | h <;> simp [h]
```

To estimate the weights, √22 has to be bracketed. Since 4.69² = 21.9961 and 4.7² = 22.09,

4.69 < √22 < 4.7.

```lean
/-- Numerical brackets for the square root that fixes the satellite energies. -/
theorem sqrt_bounds : 469 / 100 < √(22 : ℝ) ∧ √(22 : ℝ) < 47 / 10 := by
  have hs : √22 ^ 2 = (22 : ℝ) := Real.sq_sqrt (by norm_num)
  have hp := Real.sqrt_nonneg (22 : ℝ)
  constructor <;> nlinarith
```

At the solution 1, f′(1) = 1 + 7/16 + 1/4 = 27/16, so the weight is 16/27. By the bounds that follow, this is the largest of the three weights, and the solution 1 is therefore called the quasiparticle here.

For the upper satellite, the bracket gives −0.155 < s < −0.15. Then 4s² < 0.0961 < 1/10, the near pole alone contributes more than 10 to the slope, and the weight is below 1/10.

For the lower satellite, −4.85 < d < −4.8. Then (d + 3)² < 1.85² < 7, the term 7/(d + 3)² exceeds 1, the slope exceeds 2, and the weight is below 1/2.

```lean
/-- The solution `1` has weight `16/27`, the satellite between the poles less than `1/10`,
and the satellite below the poles less than `1/2`. -/
theorem weights : weight 1 = 16 / 27 ∧ weight satellite < 1 / 10 ∧
    weight deepSatellite < 1 / 2 := by
  obtain ⟨hl, hu⟩ := sqrt_bounds
  refine ⟨?_, ?_, ?_⟩
  · rw [weight, (hasDerivAt_residual (w := 1) (by norm_num) (by norm_num)).deriv]
    norm_num
  · have h1 : -(31 / 200) < satellite := by unfold satellite; linarith
    have h2 : satellite < -(3 / 20) := by unfold satellite; linarith
    have h0 : satellite ≠ 0 := by linarith
    rw [weight, (hasDerivAt_residual h0 (by linarith)).deriv]
    have hA : 10 < 1 / (4 * satellite ^ 2) := by
      rw [lt_div_iff₀ (by positivity)]
      nlinarith
    have hB : 0 ≤ 7 / (satellite + 3) ^ 2 := by positivity
    exact one_div_lt_one_div_of_lt (by norm_num) (by linarith)
  · have h1 : -(97 / 20) < deepSatellite := by unfold deepSatellite; linarith
    have h2 : deepSatellite < -(24 / 5) := by unfold deepSatellite; linarith
    rw [weight, (hasDerivAt_residual (w := deepSatellite) (by linarith) (by linarith)).deriv]
    have hB : 1 < 7 / (deepSatellite + 3) ^ 2 := by
      rw [lt_div_iff₀ (by nlinarith)]
      nlinarith
    have hA : 0 ≤ 1 / (4 * deepSatellite ^ 2) := by positivity
    exact one_div_lt_one_div_of_lt (by norm_num) (by linarith)
```

## The error after one Newton update

Let r be any solution, and write A = 1/(4w²), B = 7/(w + 3)² and D = f′(w) = 1 + B + A. Since f(r) = 0,

f(w) = f(w) − f(r) = (w − r)S, with S = 1 + 7/((w + 3)(r + 3)) + 1/(4wr).

S is the slope of the secant from r to w when the two differ. Hence N(w) − r = (w − r)(D − S)/D. Subtracting the slopes term by term,

D − S = (w − r)(−A/r − B/(r + 3)),

and therefore

N(w) − r = (w − r)² (−A/r − B/(r + 3))/D.

This is exact for every solution r and every w away from the poles, with no Taylor remainder. In the proof, `hsec` is the secant formula and `hX` the difference of slopes.

```lean
/-- The exact error of a Newton update relative to a solution `r`, with `r` and `w` away from the
poles: the old error squared times a factor that depends on `w` and `r`. -/
theorem newton_error {r w : ℝ} (hr : residual r = 0) (hr0 : r ≠ 0) (hr3 : r + 3 ≠ 0)
    (h0 : w ≠ 0) (h3 : w + 3 ≠ 0) :
    newton w - r = (w - r) ^ 2 * (-(1 / (4 * w ^ 2) / r) - 7 / (w + 3) ^ 2 / (r + 3)) /
      (1 + 7 / (w + 3) ^ 2 + 1 / (4 * w ^ 2)) := by
  have hD : 1 + 7 / (w + 3) ^ 2 + 1 / (4 * w ^ 2) ≠ 0 := by positivity
  -- the secant slope between `w` and the solution
  have hsec : residual w - residual r =
      (w - r) * (1 + 7 / ((w + 3) * (r + 3)) + 1 / (4 * w * r)) := by
    unfold residual selfEnergy
    field_simp
    ring
  have hF : residual w = (w - r) * (1 + 7 / ((w + 3) * (r + 3)) + 1 / (4 * w * r)) := by
    linear_combination hsec + hr
  -- tangent slope minus secant slope
  have hX : (w - r) * (1 + 7 / (w + 3) ^ 2 + 1 / (4 * w ^ 2)) -
      (w - r) * (1 + 7 / ((w + 3) * (r + 3)) + 1 / (4 * w * r)) =
      (w - r) ^ 2 * (-(1 / (4 * w ^ 2) / r) - 7 / (w + 3) ^ 2 / (r + 3)) := by
    field_simp
    ring
  rw [newton, (hasDerivAt_residual h0 h3).deriv, hF, ← hX, sub_div,
    mul_div_cancel_right₀ _ hD]
  ring
```

Take r = s and s ≤ w < 0. Then |w| ≤ |s| < 0.155, so A ≥ 10, while B ≤ 1 and B/(s + 3) ≤ 1. Because s is negative, −A/s = A/|s| ≥ A. The numerator A/|s| − B/(s + 3) is thus positive and at most A/|s|, and D is at least A. This gives

0 ≤ N(w) − s ≤ (w − s)²/|s|.

Lean writes |s| as `-satellite`. Replacing the two pole terms by the letters `A` and `B` with `generalize` leaves simple inequalities.

```lean
/-- Between the satellite and the pole at `0`, a Newton update stays at or above the satellite
and its error is at most the old error squared over the distance from satellite to pole. -/
theorem newton_near_satellite {w : ℝ} (h1 : satellite ≤ w) (h2 : w < 0) :
    0 ≤ newton w - satellite ∧
      newton w - satellite ≤ (w - satellite) ^ 2 / (-satellite) := by
  obtain ⟨hl, hu⟩ := sqrt_bounds
  have hs1 : -(31 / 200) < satellite := by unfold satellite; linarith
  have hs2 : satellite < -(3 / 20) := by unfold satellite; linarith
  have hs0 : satellite ≠ 0 := by linarith
  have hs3 : satellite + 3 ≠ 0 := by linarith
  have h0 : w ≠ 0 := h2.ne
  have hp : 0 < w + 3 := by linarith
  rw [newton_error ((residual_eq_zero_iff hs0 hs3).mpr (Or.inr (Or.inl rfl)))
    hs0 hs3 h0 hp.ne']
  -- the near pole dominates the far one
  have hA : 10 ≤ 1 / (4 * w ^ 2) := by
    rw [le_div_iff₀ (by positivity)]
    nlinarith
  have hB : 7 / (w + 3) ^ 2 ≤ 1 := by
    rw [div_le_iff₀ (pow_pos hp 2)]
    nlinarith
  have hB0 : 0 ≤ 7 / (w + 3) ^ 2 := by positivity
  generalize 1 / (4 * w ^ 2) = A at hA ⊢
  generalize 7 / (w + 3) ^ 2 = B at hB hB0 ⊢
  have hρ : 0 < -satellite := by linarith
  have hAr : -(A / satellite) = A / (-satellite) := by rw [div_neg]
  have hAle : A ≤ A / (-satellite) := by
    rw [le_div_iff₀ hρ]
    nlinarith
  have hBle : B / (satellite + 3) ≤ 1 := by
    rw [div_le_iff₀ (by linarith)]
    linarith
  have hBge : 0 ≤ B / (satellite + 3) := div_nonneg hB0 (by linarith)
  have hD : 0 < 1 + B + A := by linarith
  refine ⟨div_nonneg (mul_nonneg (sq_nonneg _) (by linarith)) hD.le, ?_⟩
  have hK : -(A / satellite) - B / (satellite + 3) ≤ A / (-satellite) := by linarith
  have hK' := (le_div_iff₀ hρ).mp hK
  rw [div_le_div_iff₀ hD hρ, mul_assoc]
  exact mul_le_mul_of_nonneg_left (by linarith) (sq_nonneg _)
```

Take r = 1 and w > 0. The identity becomes

1 − N(w) = (1 − w)² (A + B/4)/(1 + B + A),

and the last factor lies between 0 and 1. So

0 ≤ 1 − N(w) ≤ (1 − w)².

From any positive energy, the update lands at or below 1. Nothing in this bound keeps it positive when w is far from 1.

```lean
/-- From any positive energy, a Newton update lands at or below the solution `1`,
with an error at most the old error squared. -/
theorem newton_near_quasiparticle {w : ℝ} (hw : 0 < w) :
    0 ≤ 1 - newton w ∧ 1 - newton w ≤ (1 - w) ^ 2 := by
  have hr : residual 1 = 0 := by norm_num [residual, selfEnergy]
  have h := newton_error hr (by norm_num) (by norm_num) hw.ne' (by linarith : w + 3 ≠ 0)
  have hA : 0 ≤ 1 / (4 * w ^ 2) := by positivity
  have hB : 0 ≤ 7 / (w + 3) ^ 2 := by positivity
  generalize 1 / (4 * w ^ 2) = A at hA h
  generalize 7 / (w + 3) ^ 2 = B at hB h
  have hq0 : 0 ≤ (A + B / 4) / (1 + B + A) := by positivity
  have hq1 : (A + B / 4) / (1 + B + A) ≤ 1 := by
    rw [div_le_iff₀ (by linarith)]
    linarith
  have he : 1 - newton w = (1 - w) ^ 2 * ((A + B / 4) / (1 + B + A)) := by
    linear_combination -h
  rw [he]
  exact ⟨mul_nonneg (sq_nonneg _) hq0, mul_le_of_le_one_right (sq_nonneg _) hq1⟩
```

## From a quadratic bound to convergence

Suppose an error satisfies 0 ≤ e₀ < ρ, and that whenever 0 ≤ eₙ < ρ, the next error obeys 0 ≤ eₙ₊₁ ≤ eₙ²/ρ. Put q = e₀/ρ < 1. By induction, eₙ ≤ e₀qⁿ: this bound implies eₙ ≤ e₀ < ρ, so the step condition applies, and

eₙ₊₁ ≤ eₙ · (eₙ/ρ) ≤ e₀qⁿ · q = e₀qⁿ⁺¹.

The right side tends to zero, and `squeeze_zero` carries this over to eₙ. The geometric bound is weaker than quadratic convergence but enough for the limit.

```lean
/-- A nonnegative error that starts below `ρ`, and whose next value is nonnegative and at most
its square over `ρ` whenever it lies in `[0, ρ)`, tends to zero. -/
theorem tendsto_zero_of_quadratic {e : ℕ → ℝ} {ρ : ℝ} (h0 : 0 ≤ e 0) (h1 : e 0 < ρ)
    (step : ∀ n, 0 ≤ e n → e n < ρ → 0 ≤ e (n + 1) ∧ e (n + 1) ≤ e n ^ 2 / ρ) :
    Tendsto e atTop (𝓝 0) := by
  have hρ : 0 < ρ := h0.trans_lt h1
  have hq0 : 0 ≤ e 0 / ρ := div_nonneg h0 hρ.le
  have hq1 : e 0 / ρ < 1 := (div_lt_one hρ).mpr h1
  -- a geometric majorant suffices
  have key : ∀ n, 0 ≤ e n ∧ e n ≤ e 0 * (e 0 / ρ) ^ n := by
    intro n
    induction n with
    | zero => simp [h0]
    | succ n ih =>
      obtain ⟨hn, hb⟩ := ih
      have hle : e n ≤ e 0 :=
        hb.trans (mul_le_of_le_one_right h0 (pow_le_one₀ hq0 hq1.le))
      obtain ⟨hp, hs⟩ := step n hn (hle.trans_lt h1)
      refine ⟨hp, hs.trans ?_⟩
      calc e n ^ 2 / ρ = e n * (e n / ρ) := by ring
        _ ≤ (e 0 * (e 0 / ρ) ^ n) * (e 0 / ρ) :=
          mul_le_mul hb (by gcongr) (div_nonneg hn hρ.le)
            (mul_nonneg h0 (pow_nonneg hq0 n))
        _ = e 0 * (e 0 / ρ) ^ (n + 1) := by ring
  have hl := (tendsto_pow_atTop_nhds_zero_of_lt_one hq0 hq1).const_mul (e 0)
  rw [mul_zero] at hl
  exact squeeze_zero (fun n => (key n).1) (fun n => (key n).2) hl
```

## The start at 12

The point 12 lies above both poles, as the solution 1 does. There

f(12) = 13 − 7/15 − 1/48 = 3003/240,

f′(12) = 1 + 7/225 + 1/576 = 14873/14400,

N(12) = 12 − 180180/14873 = −1704/14873 ≈ −0.115.

The tangent at 12 has a slope close to 1 and misses the steep fall of f towards the pole at 0, so its zero lies on the other side of that pole.

Since s < −0.15 < N(12) < 0, the first iterate lies between the satellite and the pole. Let eₙ be the error of iterate n + 1 relative to s, and let ρ = |s|. Then 0 ≤ e₀ < ρ, and the bound near the satellite supplies every later step. The iterates converge to s, whose weight is below 1/10.

In the statement, `Set.Ioo` is an open interval, `newton^[n] 12` is the result of n updates, and `Tendsto` with `𝓝 satellite` says that these results converge to s.

```lean
/-- Newton's method started at `12`, above both poles like the solution `1`, jumps into
`(-0.15, 0)` and converges to the satellite between the poles, of weight below `1/10`. -/
theorem newton_from_twelve : newton 12 ∈ Set.Ioo (-(3 / 20) : ℝ) 0 ∧
    Tendsto (fun n => newton^[n] 12) atTop (𝓝 satellite) ∧ weight satellite < 1 / 10 := by
  have h12 : newton 12 ∈ Set.Ioo (-(3 / 20) : ℝ) 0 := by
    rw [newton, (hasDerivAt_residual (w := 12) (by norm_num) (by norm_num)).deriv]
    constructor <;> norm_num [residual, selfEnergy]
  refine ⟨h12, ?_, weights.2.1⟩
  obtain ⟨ha, hb⟩ := h12
  have hs : satellite < -(3 / 20) := by
    have := sqrt_bounds.2
    unfold satellite
    linarith
  -- follow the error from the first iterate onwards
  have h := tendsto_zero_of_quadratic (e := fun n => newton^[n + 1] 12 - satellite)
    (ρ := -satellite)
    (by change 0 ≤ newton 12 - satellite; linarith)
    (by change newton 12 - satellite < -satellite; linarith)
    (by
      intro n hn hn'
      rw [Function.iterate_succ_apply' newton (n + 1)]
      exact newton_near_satellite (by linarith) (by linarith))
  refine (tendsto_add_atTop_iff_nat 1).mp ?_
  simpa using h.add_const satellite
```

The proof turns on Mathlib's `tendsto_add_atTop_iff_nat`. It says that a sequence has a given limit exactly when the sequence shifted by a fixed number of places has it. The start 12 violates the hypotheses of the convergence lemma, since its error is far larger than |s|. The lemma is therefore applied to `newton^[n + 1] 12`, and the shift by `1` then returns the limit of the full sequence. Within the shifted sequence, `Function.iterate_succ_apply'` exposes the last update, to which the error bound applies.

## Starts that reach the quasiparticle

If 0 < w < 2, then (1 − w)² < 1, so 0 ≤ 1 − N(w) < 1 and the first iterate lies in (0, 1]. The convergence lemma with ρ = 1 then gives the limit 1. The same shift is used here, because the signed error 1 − w is negative for starts above 1.

The theorem makes no statement about starts between 2 and 12. The start 12 is chosen for the example and lies far from both the bare level −1 and the solution 1. A start at the bare level does reach the quasiparticle: f(−1) = −13/4 and f′(−1) = 3, so N(−1) = 1/12, which lies in (0, 2). The start at 12 shows that, in this one-level model with two real poles, a start on the same side of every pole as the quasiparticle does not ensure that Newton's method converges to the quasiparticle. In this model the weight of the converged solution, below 1/10 instead of 16/27, tells the two outcomes apart.

```lean
/-- Newton's method started anywhere in `(0, 2)` converges to the solution `1`. -/
theorem newton_from_nearby {w : ℝ} (h0 : 0 < w) (h2 : w < 2) :
    Tendsto (fun n => newton^[n] w) atTop (𝓝 1) := by
  obtain ⟨ha, hb⟩ := newton_near_quasiparticle h0
  have h := tendsto_zero_of_quadratic (e := fun n => 1 - newton^[n + 1] w) (ρ := 1)
    (by change 0 ≤ 1 - newton w; exact ha)
    (by change 1 - newton w < 1; nlinarith)
    (by
      intro n hn hn'
      rw [Function.iterate_succ_apply' newton (n + 1), div_one]
      exact newton_near_quasiparticle (by linarith))
  refine (tendsto_add_atTop_iff_nat 1).mp ?_
  simpa using h.const_sub 1

end

end GWNewtonCounterexample
```

```lean
#print axioms GWNewtonCounterexample.newton_from_twelve
-- 'GWNewtonCounterexample.newton_from_twelve' depends on axioms: [propext, Classical.choice, Quot.sound]
#print axioms GWNewtonCounterexample.newton_from_nearby
-- 'GWNewtonCounterexample.newton_from_nearby' depends on axioms: [propext, Classical.choice, Quot.sound]
```
